# The trace ½ tr(σ_m A σ_n A†) is real for every complex 2×2 matrix A

Let σ₀ be the 2×2 identity and σ₁, σ₂, σ₃ the Pauli matrices. The theorem `lorentz_real` states that for every complex 2×2 matrix A and all indices m, n from 0 to 3, the number ½ tr(σ_m A σ_n A†) is real, so that it equals the corresponding entry of the real 4×4 matrix L(A), which is defined by taking real parts. Nothing is assumed of A: its determinant need not be 1, and the theorem does not claim that L(A) is a Lorentz transformation. The proof shows that the trace equals its own complex conjugate, because the σ's are Hermitian and the trace is cyclic, and then has to deal with the factor ½.

As first written in Lean, the proof fails:

```lean
import Mathlib

open Matrix

namespace LorentzReal

noncomputable section

/-- The four matrices `σ₀ = I, σ₁, σ₂, σ₃`. -/
def pauli : Fin 4 → Matrix (Fin 2) (Fin 2) ℂ :=
  ![!![1, 0; 0, 1], !![0, 1; 1, 0], !![0, -Complex.I; Complex.I, 0], !![1, 0; 0, -1]]

/-- The complex numbers `½ tr(σ_m A σ_n A†)`. -/
def traceFormula (A : Matrix (Fin 2) (Fin 2) ℂ) (m n : Fin 4) : ℂ :=
  1 / 2 * trace (pauli m * A * pauli n * Aᴴ)

/-- The real 4×4 matrix `L(A)` formed by the real parts of `½ tr(σ_m A σ_n A†)`. -/
def lorentz (A : Matrix (Fin 2) (Fin 2) ℂ) : Matrix (Fin 4) (Fin 4) ℝ :=
  Matrix.of fun m n => (traceFormula A m n).re

/-- The numbers `½ tr(σ_m A σ_n A†)` are real: they equal the entries of `L(A)`. -/
theorem lorentz_real (A : Matrix (Fin 2) (Fin 2) ℂ) (m n : Fin 4) :
    (lorentz A m n : ℂ) = traceFormula A m n := by
  have hσ : ∀ k, (pauli k)ᴴ = pauli k := by
    intro k
    ext i j
    fin_cases k <;> fin_cases i <;> fin_cases j <;> simp [pauli]
  -- conjugation reverses the product, and the trace is cyclic
  have h : star (trace (pauli m * A * pauli n * Aᴴ)) = trace (pauli m * A * pauli n * Aᴴ) := by
    rw [← Matrix.trace_conjTranspose]
    simp only [conjTranspose_mul, conjTranspose_conjTranspose, hσ]
    rw [show A * (pauli n * (Aᴴ * pauli m)) = (A * pauli n * Aᴴ) * pauli m by
      simp only [Matrix.mul_assoc], Matrix.trace_mul_comm]
    simp only [Matrix.mul_assoc]
  have h' : (starRingEnd ℂ) (trace (pauli m * A * pauli n * Aᴴ))
      = trace (pauli m * A * pauli n * Aᴴ) := h
  refine Complex.conj_eq_iff_re.mp ?_
  unfold traceFormula
  rw [map_mul, h']
  congr 1
  simp

end

end LorentzReal
```

Messages:

```
Main.lean:23:48: error: unsolved goals
case e_a
A : Matrix (Fin 2) (Fin 2) ℂ
m n : Fin 4
hσ : ∀ (k : Fin 4), (pauli k)ᴴ = pauli k
h : star (pauli m * A * pauli n * Aᴴ).trace = (pauli m * A * pauli n * Aᴴ).trace
h' : (starRingEnd ℂ) (pauli m * A * pauli n * Aᴴ).trace = (pauli m * A * pauli n * Aᴴ).trace
⊢ (starRingEnd ℂ) 2 = 2
```

Lean accepts the file once it reads:

```diff
@@ -39,5 +39,6 @@
   rw [map_mul, h']
   congr 1
-  simp
+  have h2 : ((1 / 2 : ℝ) : ℂ) = 1 / 2 := by norm_num
+  rw [← h2, Complex.conj_ofReal]
 
 end
```

Cause. The argument about the trace goes through, and the failure lies in the factor ½. After `congr 1` it remains to show that the complex number `1 / 2` is its own conjugate. The final `simp` reduces this to `(starRingEnd ℂ) 2 = 2`, that is, to the claim that conjugation fixes 2, and stops there. The claim is true, but `simp` did not close it. Since `simp` had made progress, it raised no error itself, and Lean reports the goal left over at the end of the proof.

The repair replaces `simp` with two steps. `h2` states that the real number ½, regarded as a complex number, is the complex `1 / 2`, and `norm_num` proves it. Rewriting with `← h2` puts the goal in terms of that real number, which is the form `Complex.conj_ofReal` needs: the conjugate of a real number is the number itself. The two sides are then identical, and `rw` closes the goal.
